# Convergence of the layer-by-layer surface Green's function iteration for $\operatorname{Im} z > \lVert V\rVert$

## A lead built one layer at a time

A nanoscale conductor is attached to a crystalline lead that extends to infinity on one side. Divide the lead into identical principal layers, thick enough that only neighbouring layers couple. Let $H$ be the Hamiltonian of one layer and $V$ the coupling block that maps states of a layer to states of the next layer outward, towards the conductor. If the conductor couples only to the surface layer of the lead, it sees the lead only through the Green's function of that layer, at complex energy $z$.

Suppose that a stack of $n$ layers has surface Green's function $g_n$. Put one more layer on top and eliminate the old stack. The new surface layer acquires the self-energy $V g_n V^\dagger$, so

$$g_0 = 0,\qquad g_{n+1} = (z - H - V g_n V^\dagger)^{-1}.$$

The start $g_0=0$ means that there is no lead yet, and $g_1=(z-H)^{-1}$ describes an isolated layer. For a semi-infinite lead, another layer changes nothing, which suggests the fixed-point equation $g=(z-H-VgV^\dagger)^{-1}$. Do the inverses exist, do the iterates converge, and how large is the error after $n$ layers?

## The convergence statement and its Lean form

Write $\eta=\operatorname{Im} z$. If $H$ is self-adjoint and $\eta>\lVert V\rVert$, every step inverts an invertible operator, and the iterates converge in operator norm to a solution $g$ with

$$\lVert g_n-g\rVert\le \frac{1}{\eta}\left(\frac{\lVert V\rVert}{\eta}\right)^{2n}.$$

The solution is retarded: $\operatorname{Im}\langle x,gx\rangle\le 0$ for every $x$, with the inner product linear in its second argument. This sign condition expresses that the self-energy $VgV^\dagger$ can damp the states of an attached layer, broadening its levels, but cannot make them grow.

In Lean, this is `surfaceIter_converges`. Its objects correspond to the physics as follows.

- `E` is the complex Hilbert space of one layer, and `E →L[ℂ] E` holds the bounded operators on it. Square matrices are included, with the largest singular value as norm; layers of infinite dimension are allowed too.
- `layerOp z H V g` is $z-H-VgV^\dagger$, with `star V` for $V^\dagger$.
- `surfaceIter z H V n` is $g_n$, and `Retarded g` is the sign condition above.
- `hH` says that $H$ is self-adjoint, and `hV` is the condition $\lVert V\rVert<\eta$.

`Ring.inverse` returns zero for a non-invertible operator, so the first conclusion, `IsUnit` for every $n$, is what makes each step a true inversion. The fixed-point equation appears as two products equal to `1`, one on each side.

A second theorem, `stopping_criterion`, bounds the error by the last change of the iterate. With $q=(\lVert V\rVert/\eta)^2$, any retarded solution $g$ satisfies

$$\lVert g_{n+1}-g\rVert\le\frac{q}{1-q}\,\lVert g_{n+1}-g_n\rVert .$$

The model is a non-interacting lead with identical layers and an orthonormal basis. The semi-infinite Hamiltonian itself is not constructed; $g$ is characterised by its equation and its sign. The condition $\eta>\lVert V\rVert$ stands for a broadening larger than the interlayer coupling. For such a lead, the bounds can serve at points of a complex energy contour far enough from the real axis, but they do not cover transmission calculations with a small broadening.

## From a sign condition to a contraction

**A lower bound.** Let $g$ be retarded and $A=z-H-VgV^\dagger$. Since $\langle x,Hx\rangle$ is real,

$$\operatorname{Im}\langle x,Ax\rangle=\eta\lVert x\rVert^2-\operatorname{Im}\langle V^\dagger x,\,gV^\dagger x\rangle\ge\eta\lVert x\rVert^2 .$$

**Invertibility.** By Cauchy–Schwarz, $\lVert Ax\rVert\ge\eta\lVert x\rVert$, so $A$ is injective with closed range. If $y$ is orthogonal to the range, then $\langle y,Ay\rangle=0$, and the lower bound gives $y=0$. Hence $A$ is invertible. This needs only $\eta>0$.

**The inverse is retarded and bounded.** Let $R=A^{-1}$ and insert $Rx$ into the lower bound:

$$\eta\lVert Rx\rVert^2\le\operatorname{Im}\langle Rx,x\rangle=-\operatorname{Im}\langle x,Rx\rangle .$$

The left side is nonnegative, so $R$ is retarded. The middle expression is at most $\lVert Rx\rVert\lVert x\rVert$, so $\lVert Rx\rVert\le\lVert x\rVert/\eta$ and $\lVert R\rVert\le1/\eta$. Since $g_0=0$ is retarded, all iterates are retarded with norm at most $1/\eta$.

**Contraction.** For a second retarded operator $g'$, with $A'$ and $R'$ defined in the same way, the resolvent identity reads

$$R-R'=R(A'-A)R'=R\,V(g-g')V^\dagger R' .$$

Taking norms gives $\lVert R-R'\rVert\le q\lVert g-g'\rVert$.

**Convergence.** Applying the contraction $n$ times yields

$$\lVert g_n-g_{n+k}\rVert\le q^n\lVert g_0-g_k\rVert=q^n\lVert g_k\rVert\le q^n/\eta .$$

Because $\eta>\lVert V\rVert$, we have $q<1$. The sequence is therefore Cauchy and has a limit $g$, and $k\to\infty$ gives the error bound. The inequality $\operatorname{Im}\langle x,g_nx\rangle\le0$ survives the limit. So does $(z-H-Vg_nV^\dagger)g_{n+1}=1$, which becomes $(z-H-VgV^\dagger)g=1$. As $g$ is retarded, the operator in brackets is invertible, and $g$ is its inverse on both sides.

**Stopping.** The contraction and the triangle inequality give

$$\lVert g_{n+1}-g\rVert\le q\lVert g_n-g\rVert\le q\lVert g_{n+1}-g_n\rVert+q\lVert g_{n+1}-g\rVert .$$

Collecting the error terms and dividing by $1-q$ gives the criterion. At $\eta=2\lVert V\rVert$, for example, $q=1/4$ and the true error is at most one third of the last change.

## A chain with one orbital per layer

Take $H=\varepsilon$ real, $V=t>0$ and $z=\varepsilon+i\eta$ with $\eta>0$. Writing $g_n=-i\gamma_n$ turns the iteration into

$$\gamma_0=0,\qquad\gamma_{n+1}=\frac{1}{\eta+t^2\gamma_n},$$

whose positive fixed point is

$$\gamma_+=\frac{-\eta+\sqrt{\eta^2+4t^2}}{2t^2}.$$

Let $\gamma_-=-1/(t^2\gamma_+)$ be the other fixed point. Each step multiplies $(\gamma_n-\gamma_+)/(\gamma_n-\gamma_-)$ by $\gamma_+/\gamma_-=-t^2\gamma_+^2$. Its modulus is $1-\eta\gamma_+<1$, so here the iteration converges for every $\eta>0$. The condition $\eta>\lVert V\rVert$ is thus sufficient but not necessary; it buys an explicit rate that holds for all layer Hamiltonians.

## The Lean file

```lean
import Mathlib

open Filter Topology

namespace SurfaceGreenIteration

noncomputable section

variable {E : Type*} [NormedAddCommGroup E] [InnerProductSpace ℂ E] [CompleteSpace E]

/-- The operator `z - H - V g V†` of a surface layer with Hamiltonian `H`, coupled by `V` to a
lead whose surface Green's function is `g`. -/
def layerOp (z : ℂ) (H V g : E →L[ℂ] E) : E →L[ℂ] E :=
  z • (1 : E →L[ℂ] E) - H - V * g * star V

/-- The surface iteration: start from `g₀ = 0` and add one layer at a time,
`gₙ₊₁ = (z - H - V gₙ V†)⁻¹`. -/
def surfaceIter (z : ℂ) (H V : E →L[ℂ] E) : ℕ → (E →L[ℂ] E)
  | 0 => 0
  | n + 1 => Ring.inverse (layerOp z H V (surfaceIter z H V n))

/-- An operator is retarded if the imaginary part of each of its expectation values is
nonpositive. -/
def Retarded (g : E →L[ℂ] E) : Prop := ∀ x : E, (inner ℂ x (g x)).im ≤ 0

variable {z : ℂ} {H V g g' : E →L[ℂ] E}

/-- For self-adjoint `H` and a retarded lead, the imaginary part of the expectation value of `z - H
- V g V†` is at least `Im z` times the squared norm of the state. -/
theorem im_inner_layerOp (hH : IsSelfAdjoint H) (hg : Retarded g) (x : E) :
    z.im * ‖x‖ ^ 2 ≤ (inner ℂ x (layerOp z H V g x)).im := by
  -- the Hermitian part has real expectation values
  have h1 : (inner ℂ x (H x)).im = 0 := by
    have h := ContinuousLinearMap.adjoint_inner_left H x x
    rw [← ContinuousLinearMap.star_eq_adjoint, hH.star_eq] at h
    have h3 := congrArg Complex.im (inner_conj_symm (𝕜 := ℂ) x (H x))
    rw [h, Complex.conj_im] at h3
    linarith
  -- the expectation value of the self-energy at `x` is that of `g` at `V† x`
  have h2 : inner ℂ x (V (g (star V x))) = inner ℂ (star V x) (g (star V x)) := by
    rw [ContinuousLinearMap.star_eq_adjoint, ContinuousLinearMap.adjoint_inner_left]
  have h3 : inner ℂ x x = ((‖x‖ ^ 2 : ℝ) : ℂ) :=
    Complex.ext (inner_self_eq_norm_sq (𝕜 := ℂ) x) (inner_self_im (𝕜 := ℂ) x)
  have e : layerOp z H V g x = z • x - H x - V (g (star V x)) := rfl
  rw [e, inner_sub_right, inner_sub_right, inner_smul_right, h3, h2, Complex.sub_im,
    Complex.sub_im, h1, Complex.mul_im, Complex.ofReal_re, Complex.ofReal_im]
  have := hg (star V x)
  linarith

/-- For `Im z > 0`, self-adjoint `H` and a retarded lead, the operator `z - H - V g V†` is
invertible. -/
theorem isUnit_layerOp (hz : 0 < z.im) (hH : IsSelfAdjoint H) (hg : Retarded g) :
    IsUnit (layerOp z H V g) := by
  refine ContinuousLinearMap.isUnit_of_forall_le_norm_inner_map _
    (c := ⟨z.im, hz.le⟩) (NNReal.coe_pos.1 hz) (fun x => ?_)
  rw [norm_inner_symm]
  have h := im_inner_layerOp (z := z) (V := V) hH hg x
  have h' := (le_abs_self _).trans (Complex.abs_im_le_norm (inner ℂ x (layerOp z H V g x)))
  change ‖x‖ ^ 2 * z.im ≤ _
  linarith

/-- For `Im z > 0` and self-adjoint `H`, adding a layer to a retarded lead gives a retarded Green's
function of norm at most `1 / Im z`. -/
theorem retarded_step (hz : 0 < z.im) (hH : IsSelfAdjoint H) (hg : Retarded g) :
    Retarded (Ring.inverse (layerOp z H V g)) ∧
      ‖Ring.inverse (layerOp z H V g)‖ ≤ 1 / z.im := by
  have hu := isUnit_layerOp (V := V) hz hH hg
  have hA : ∀ x, layerOp z H V g (Ring.inverse (layerOp z H V g) x) = x := fun x =>
    congrArg (fun T : E →L[ℂ] E => T x) (Ring.mul_inverse_cancel _ hu)
  have key : ∀ x, z.im * ‖Ring.inverse (layerOp z H V g) x‖ ^ 2 ≤
      (inner ℂ (Ring.inverse (layerOp z H V g) x) x).im := by
    intro x
    have h := im_inner_layerOp (z := z) (V := V) hH hg (Ring.inverse (layerOp z H V g) x)
    rwa [hA x] at h
  generalize Ring.inverse (layerOp z H V g) = R at key
  constructor
  · intro x
    have h0 : 0 ≤ z.im * ‖R x‖ ^ 2 := by positivity
    have h1 : (inner ℂ x (R x)).im = -(inner ℂ (R x) x).im := by
      rw [← inner_conj_symm, Complex.conj_im]
    linarith [key x]
  · refine ContinuousLinearMap.opNorm_le_bound _ (by positivity) (fun x => ?_)
    have h2 : (inner ℂ (R x) x).im ≤ ‖R x‖ * ‖x‖ :=
      (le_abs_self _).trans ((Complex.abs_im_le_norm _).trans (norm_inner_le_norm _ _))
    rw [one_div_mul_eq_div, le_div_iff₀ hz]
    rcases (norm_nonneg (R x)).eq_or_lt with h0 | h0
    · rw [← h0, zero_mul]
      exact norm_nonneg x
    · refine le_of_mul_le_mul_left ?_ h0
      linarith [key x, show ‖R x‖ * (‖R x‖ * z.im) = z.im * ‖R x‖ ^ 2 by ring]

/-- For `Im z > 0` and self-adjoint `H`, adding a layer to each of two retarded leads multiplies the
distance between their surface Green's functions by at most `(‖V‖ / Im z)²`. -/
theorem step_contraction (hz : 0 < z.im) (hH : IsSelfAdjoint H)
    (hg : Retarded g) (hg' : Retarded g') :
    ‖Ring.inverse (layerOp z H V g) - Ring.inverse (layerOp z H V g')‖ ≤
      (‖V‖ / z.im) ^ 2 * ‖g - g'‖ := by
  have ha := isUnit_layerOp (V := V) hz hH hg
  have hb := isUnit_layerOp (V := V) hz hH hg'
  have na := (retarded_step (V := V) hz hH hg).2
  have nb := (retarded_step (V := V) hz hH hg').2
  -- resolvent identity
  have hid : Ring.inverse (layerOp z H V g) - Ring.inverse (layerOp z H V g') =
      Ring.inverse (layerOp z H V g) * (V * (g - g') * star V) *
        Ring.inverse (layerOp z H V g') := by
    have e : V * (g - g') * star V = layerOp z H V g' - layerOp z H V g := by
      simp only [layerOp, mul_sub, sub_mul]
      abel
    rw [e, mul_sub, sub_mul, Ring.inverse_mul_cancel _ ha, mul_assoc,
      Ring.mul_inverse_cancel _ hb, mul_one, one_mul]
  have hm : ‖V * (g - g') * star V‖ ≤ ‖V‖ * ‖g - g'‖ * ‖V‖ := by
    refine (norm_mul_le _ _).trans ?_
    rw [norm_star]
    exact mul_le_mul_of_nonneg_right (norm_mul_le _ _) (norm_nonneg _)
  rw [hid]
  calc _ ≤ _ := norm_mul_le _ _
    _ ≤ (‖Ring.inverse (layerOp z H V g)‖ * ‖V * (g - g') * star V‖) *
        ‖Ring.inverse (layerOp z H V g')‖ :=
      mul_le_mul_of_nonneg_right (norm_mul_le _ _) (norm_nonneg _)
    _ ≤ (1 / z.im * (‖V‖ * ‖g - g'‖ * ‖V‖)) * (1 / z.im) := by gcongr
    _ = _ := by ring

/-- For `Im z > 0` and self-adjoint `H`, every iterate is retarded and has norm at most `1 / Im z`.
-/
theorem surfaceIter_retarded (hz : 0 < z.im) (hH : IsSelfAdjoint H) (n : ℕ) :
    Retarded (surfaceIter z H V n) ∧ ‖surfaceIter z H V n‖ ≤ 1 / z.im := by
  induction n with
  | zero => exact ⟨fun x => by simp [surfaceIter], by simp [surfaceIter, hz.le]⟩
  | succ n ih => exact retarded_step hz hH ih.1

/-- For `Im z > 0` and self-adjoint `H`, the iterate after `n` layers differs from any later one by
at most `(‖V‖ / Im z)²ⁿ / Im z`. -/
theorem surfaceIter_sub_le (hz : 0 < z.im) (hH : IsSelfAdjoint H) (n k : ℕ) :
    ‖surfaceIter z H V n - surfaceIter z H V (n + k)‖ ≤ (‖V‖ / z.im) ^ (2 * n) / z.im := by
  induction n with
  | zero =>
    have h := (surfaceIter_retarded (V := V) hz hH k).2
    simpa [surfaceIter] using h
  | succ n ih =>
    rw [show n + 1 + k = (n + k) + 1 by omega]
    calc _ ≤ (‖V‖ / z.im) ^ 2 * ‖surfaceIter z H V n - surfaceIter z H V (n + k)‖ :=
          step_contraction hz hH (surfaceIter_retarded hz hH n).1
            (surfaceIter_retarded hz hH (n + k)).1
      _ ≤ (‖V‖ / z.im) ^ 2 * ((‖V‖ / z.im) ^ (2 * n) / z.im) :=
          mul_le_mul_of_nonneg_left ih (sq_nonneg _)
      _ = _ := by ring

omit [CompleteSpace E] in
/-- A right inverse of an invertible operator is its inverse. -/
theorem eq_inverse_of_mul_eq_one {A : E →L[ℂ] E} (hA : IsUnit A) (h : A * g = 1) :
    g = Ring.inverse A := by
  calc g = Ring.inverse A * A * g := by rw [Ring.inverse_mul_cancel _ hA, one_mul]
    _ = Ring.inverse A := by rw [mul_assoc, h, mul_one]

/-- For self-adjoint `H` and `Im z > ‖V‖`, every step of the surface iteration inverts an invertible
operator, and the iterates converge in norm to a retarded solution `g` of `g = (z - H - V g V†)⁻¹`,
with error at most `(‖V‖ / Im z)²ⁿ / Im z` after `n` steps. -/
theorem surfaceIter_converges (hH : IsSelfAdjoint H) (hV : ‖V‖ < z.im) :
    (∀ n, IsUnit (layerOp z H V (surfaceIter z H V n))) ∧
    ∃ g : E →L[ℂ] E, Retarded g ∧ layerOp z H V g * g = 1 ∧ g * layerOp z H V g = 1 ∧
      Tendsto (surfaceIter z H V) atTop (𝓝 g) ∧
      ∀ n, ‖surfaceIter z H V n - g‖ ≤ (‖V‖ / z.im) ^ (2 * n) / z.im := by
  have hz : 0 < z.im := (norm_nonneg V).trans_lt hV
  have hu : ∀ n, IsUnit (layerOp z H V (surfaceIter z H V n)) := fun n =>
    isUnit_layerOp hz hH (surfaceIter_retarded hz hH n).1
  have hq : (‖V‖ / z.im) ^ 2 < 1 :=
    pow_lt_one₀ (by positivity) ((div_lt_one hz).2 hV) two_ne_zero
  -- successive changes decay geometrically, so the iterates converge
  have hc : CauchySeq (surfaceIter z H V) := by
    refine cauchySeq_of_le_geometric _ (1 / z.im) hq (fun n => ?_)
    rw [dist_eq_norm]
    exact (surfaceIter_sub_le hz hH n 1).trans_eq (by rw [pow_mul]; ring)
  obtain ⟨g, hlim⟩ := cauchySeq_tendsto_of_complete hc
  have hret : Retarded g := fun x => by
    have hcont : Continuous (fun T : E →L[ℂ] E => (inner ℂ x (T x)).im) :=
      Complex.continuous_im.comp ((innerSL ℂ x).continuous.comp
        (ContinuousLinearMap.apply ℂ E x).continuous)
    exact le_of_tendsto ((hcont.tendsto g).comp hlim)
      (Eventually.of_forall fun n => (surfaceIter_retarded hz hH n).1 x)
  -- the recursion passes to the limit
  have hfix : layerOp z H V g * g = 1 := by
    have hA : Continuous (layerOp z H V) :=
      continuous_const.sub ((continuous_const.mul continuous_id).mul continuous_const)
    have h1 : Tendsto (fun n => layerOp z H V (surfaceIter z H V n) * surfaceIter z H V (n + 1))
        atTop (𝓝 (layerOp z H V g * g)) :=
      ((hA.tendsto g).comp hlim).mul (hlim.comp (tendsto_add_atTop_nat 1))
    have h2 : (fun n => layerOp z H V (surfaceIter z H V n) * surfaceIter z H V (n + 1)) =
        fun _ => 1 := funext fun n => Ring.mul_inverse_cancel _ (hu n)
    rw [h2] at h1
    exact (tendsto_nhds_unique tendsto_const_nhds h1).symm
  have hug := isUnit_layerOp (V := V) hz hH hret
  refine ⟨hu, g, hret, hfix, ?_, hlim, fun n => ?_⟩
  · exact (congrArg (· * layerOp z H V g) (eq_inverse_of_mul_eq_one hug hfix)).trans
      (Ring.inverse_mul_cancel _ hug)
  · refine le_of_tendsto (tendsto_const_nhds.sub hlim).norm
      (eventually_atTop.2 ⟨n, fun m hm => ?_⟩)
    obtain ⟨k, rfl⟩ := Nat.exists_eq_add_of_le hm
    exact surfaceIter_sub_le hz hH n k

/-- Stopping criterion: for self-adjoint `H` and `Im z > ‖V‖`, with `q = (‖V‖ / Im z)²`, the
distance of an iterate (after at least one step) from a retarded solution is at most `q / (1 - q)`
times the last change of the iterate. -/
theorem stopping_criterion (hH : IsSelfAdjoint H) (hV : ‖V‖ < z.im)
    (hg : Retarded g) (hfix : layerOp z H V g * g = 1) (n : ℕ) :
    ‖surfaceIter z H V (n + 1) - g‖ ≤
      (‖V‖ / z.im) ^ 2 / (1 - (‖V‖ / z.im) ^ 2) *
        ‖surfaceIter z H V (n + 1) - surfaceIter z H V n‖ := by
  have hz : 0 < z.im := (norm_nonneg V).trans_lt hV
  have hq : (‖V‖ / z.im) ^ 2 < 1 :=
    pow_lt_one₀ (by positivity) ((div_lt_one hz).2 hV) two_ne_zero
  have e := eq_inverse_of_mul_eq_one (isUnit_layerOp (V := V) hz hH hg) hfix
  have h1 : ‖surfaceIter z H V (n + 1) - g‖ ≤
      (‖V‖ / z.im) ^ 2 * ‖surfaceIter z H V n - g‖ := by
    have h := step_contraction (V := V) hz hH (surfaceIter_retarded (V := V) hz hH n).1 hg
    rw [← e] at h
    exact h
  have h2 := norm_sub_le_norm_sub_add_norm_sub (surfaceIter z H V n)
    (surfaceIter z H V (n + 1)) g
  rw [norm_sub_rev (surfaceIter z H V n) (surfaceIter z H V (n + 1))] at h2
  have h3 := mul_le_mul_of_nonneg_left h2 (sq_nonneg (‖V‖ / z.im))
  rw [div_mul_eq_mul_div, le_div_iff₀ (by linarith)]
  linarith

end

end SurfaceGreenIteration
```

```lean
#print axioms SurfaceGreenIteration.surfaceIter_converges
#print axioms SurfaceGreenIteration.stopping_criterion
```

```
'SurfaceGreenIteration.surfaceIter_converges' depends on axioms: [propext, Classical.choice, Quot.sound]
'SurfaceGreenIteration.stopping_criterion' depends on axioms: [propext, Classical.choice, Quot.sound]
```

## How the Lean proof follows the derivation

`im_inner_layerOp` is the lower bound. Its three auxiliary facts say that $\langle x,Hx\rangle$ is real, that $V$ can be moved to the other side of the inner product as $V^\dagger$, and that $\langle x,x\rangle=\lVert x\rVert^2$. Retardedness is then applied to the vector `star V x`.

`isUnit_layerOp` passes from the imaginary part to the modulus of $\langle x,Ax\rangle$. It then calls a Mathlib theorem that makes an operator invertible when this modulus is at least a positive constant times $\lVert x\rVert^2$. That theorem replaces the closed-range argument.

In `retarded_step`, the inequality `key` is the lower bound evaluated at $Rx$. Both conclusions are read off from it; the norm bound treats $\lVert Rx\rVert=0$ separately before cancelling a factor $\lVert Rx\rVert$.

`step_contraction` proves the resolvent identity as `hid`, and the `calc` block estimates its factors. `surfaceIter_retarded` carries the sign and the norm bound through all iterates by induction. `surfaceIter_sub_le` is a second induction, on $n$ with $k$ fixed: the base case is the norm bound on $g_k$, and each further step uses the contraction once.

The main theorem applies `surfaceIter_sub_le` with $k=1$ to obtain a Cauchy sequence, and completeness supplies `g`. The inequalities pass to the limit by `le_of_tendsto`. For the equation, the product of `layerOp` at $g_n$ with $g_{n+1}$ is constantly `1` and also tends to `layerOp z H V g * g`, so uniqueness of limits gives `hfix`. The helper `eq_inverse_of_mul_eq_one` turns this right inverse into a two-sided one.

`stopping_criterion` uses the same helper to write the given solution as the result of one step applied to itself. The contraction then compares $g_{n+1}$ with $g$, and the triangle inequality `h2` completes the rearrangement.
